# A differentiable stored energy with symmetric \(PF^{\mathsf T}\) at every \(F\) is unchanged by the rotations \(\exp K\), \(K\) skew

**Q:** Take a homogeneously deformed body in the plane. Its deformation gradient is a real \(2\times2\) matrix \(F\), its stored energy per unit undeformed area is \(W(F)\), and the gradient of \(W\) is the first Piola–Kirchhoff stress \(P(F)\). Now turn the deformed body at unit angular rate. With

\[
J=\begin{pmatrix}0&-1\\1&0\end{pmatrix},
\]

the velocity of \(F\) is \(JF\), and the energy changes at the rate

\[
\sum_{i,j}P_{ij}(JF)_{ij}=(PF^{\mathsf T})_{10}-(PF^{\mathsf T})_{01},
\]

with indices running over 0 and 1. If \(PF^{\mathsf T}\) is symmetric, the rate is zero. That is an infinitesimal statement at one \(F\). What turns it into a statement about finite rotations, and does the Lean file say the same thing?

**A:** The rate vanishes at every \(F\), so it vanishes at each instant of the rotation, and a function of time with zero derivative is constant. The file does this for \(n\times n\) matrices. It fixes a finite index type `n` and a norm on the matrices; in finite dimension the choice of norm does not affect derivatives.

```lean
import Mathlib

open Matrix
open scoped Matrix.Norms.Operator

namespace TorqueBalanceFrameInvariance

variable {n : Type*} [Fintype n] [DecidableEq n]
```

**Q:** How does it say that \(P\) is the stress belonging to \(W\), and not just some matrix field?

**A:** Through the derivative. `HasStressAt W P F` says that \(W\) is Fréchet differentiable at \(F\) and that its derivative in every direction \(H\) is

\[
DW(F)[H]=\operatorname{tr}(P^{\mathsf T}H)=\sum_{i,j}P_{ij}H_{ij}.
\]

This fixes the convention \(P_{ij}=\partial W/\partial F_{ij}\). Here `L` is the linear map \(DW(F)\). Nothing is asked of the way \(P\) varies with \(F\), not even continuity.

```lean
/-- The energy `W` is differentiable at the deformation gradient `F`, and its gradient there is
the first Piola-Kirchhoff stress `P`: the derivative in direction `H` is `tr (Pᵀ H)`. -/
def HasStressAt (W : Matrix n n ℝ → ℝ) (P F : Matrix n n ℝ) : Prop :=
  ∃ L : Matrix n n ℝ →L[ℝ] ℝ, HasFDerivAt W L F ∧ ∀ H, L H = (Pᵀ * H).trace
```

**Q:** And the torque balance?

**A:** It is the hypothesis `(P F * Fᵀ).IsSymm`. For \(\det F>0\) the Cauchy stress is \(\sigma=(\det F)^{-1}PF^{\mathsf T}\), so the hypothesis is the symmetry of \(\sigma\). Physically it is the balance of angular momentum in a body without couple stresses or body couples. It is assumed here, not derived.

Its consequence is that a rigid spin costs no power. Let \(K^{\mathsf T}=-K\) and \(S=PF^{\mathsf T}=S^{\mathsf T}\), so that \(FP^{\mathsf T}=S\) as well. Cycling the trace gives

\[
\operatorname{tr}(P^{\mathsf T}KF)=\operatorname{tr}(FP^{\mathsf T}K)=\operatorname{tr}(SK),
\]

and transposing gives

\[
\operatorname{tr}(SK)=\operatorname{tr}(K^{\mathsf T}S^{\mathsf T})=-\operatorname{tr}(KS)=-\operatorname{tr}(SK).
\]

A number equal to its own negative is zero. In the proof, `hS` is \(FP^{\mathsf T}=S\), `e1` is the first display, `e2` is the second, and `linarith` draws the conclusion.

```lean
omit [DecidableEq n] in
/-- If `P Fᵀ` is symmetric, the stress `P` does no work in a rigid spin `K` of the deformed
body. -/
theorem spin_power_eq_zero {P F K : Matrix n n ℝ} (hP : (P * Fᵀ).IsSymm) (hK : Kᵀ = -K) :
    (Pᵀ * (K * F)).trace = 0 := by
  have hS : F * Pᵀ = P * Fᵀ := by
    have h := hP.eq
    rwa [Matrix.transpose_mul, Matrix.transpose_transpose] at h
  -- the power is the trace of a symmetric matrix times a skew one
  have e1 : (Pᵀ * (K * F)).trace = (P * Fᵀ * K).trace := by
    rw [← Matrix.mul_assoc, Matrix.trace_mul_comm, ← Matrix.mul_assoc, hS]
  have e2 : (P * Fᵀ * K).trace = -(P * Fᵀ * K).trace := by
    calc (P * Fᵀ * K).trace = ((P * Fᵀ * K)ᵀ).trace := (Matrix.trace_transpose _).symm
      _ = (-K * (P * Fᵀ)).trace := by rw [Matrix.transpose_mul, hK, hP.eq]
      _ = -(P * Fᵀ * K).trace := by
        rw [Matrix.neg_mul, Matrix.trace_neg, Matrix.trace_mul_comm]
  linarith
```

**Q:** A real body need not spin steadily. Is a varying angular velocity allowed?

**A:** Yes. Let \(G(t)\) be a motion with \(G'(t)=\Omega(t)G(t)\) and \(\Omega(t)\) skew at each \(t\). By the chain rule,

\[
\frac{d}{dt}W(G(t))=\operatorname{tr}\!\big(P(G(t))^{\mathsf T}\,\Omega(t)G(t)\big)=0,
\]

so \(W(G(s))=W(G(t))\) for any two times. The motion is given for all real times, and stress and torque balance are needed only at the matrices it visits. In the code, `hL.comp_hasDerivAt` is the chain rule, `spin_power_eq_zero` makes the rate vanish, and `is_const_of_deriv_eq_zero` passes from zero rate to constant energy.

```lean
omit [DecidableEq n] in
/-- The energy is constant along a motion `G' = Ω G` with skew, possibly time-dependent spin `Ω`,
if torque balance holds along the motion. -/
theorem energy_const_of_spin {W : Matrix n n ℝ → ℝ} {P : Matrix n n ℝ → Matrix n n ℝ}
    {G Ω : ℝ → Matrix n n ℝ} (hG : ∀ t, HasDerivAt G (Ω t * G t) t)
    (hΩ : ∀ t, (Ω t)ᵀ = -Ω t) (hW : ∀ t, HasStressAt W (P (G t)) (G t))
    (hP : ∀ t, (P (G t) * (G t)ᵀ).IsSymm) (s t : ℝ) : W (G s) = W (G t) := by
  -- chain rule: the energy rate is the power of the spin
  have d : ∀ t, HasDerivAt (fun u => W (G u)) 0 t := by
    intro t
    obtain ⟨L, hL, hLP⟩ := hW t
    have h := hL.comp_hasDerivAt t (hG t)
    have e : L (Ω t * G t) = 0 := (hLP _).trans (spin_power_eq_zero (hP t) (hΩ t))
    exact h.congr_deriv e
  exact is_const_of_deriv_eq_zero (fun t => (d t).differentiableAt) (fun t => (d t).deriv) s t
```

**Q:** Then you still need a motion that ends at the rotation you want.

**A:** Take \(G(t)=\exp(tK)F\) with a constant skew \(K\). Differentiating the exponential gives \(G'(t)=K\exp(tK)F=KG(t)\), which is the required form with \(\Omega=K\).

```lean
/-- For any square real matrices `K` and `F`, the motion `exp(tK) F` has velocity `K exp(tK) F`. -/
theorem hasDerivAt_steady_rotation (K F : Matrix n n ℝ) (t : ℝ) :
    HasDerivAt (fun u : ℝ => NormedSpace.exp (u • K) * F)
      (K * (NormedSpace.exp (t • K) * F)) t := by
  have h := (hasDerivAt_exp_smul_const' (𝕂 := ℝ) K t).mul_const F
  rw [Matrix.mul_assoc] at h
  exact h
```

Since \(G(0)=F\) and \(G(1)=\exp(K)F\), comparing the times 1 and 0 gives

\[
W(\exp(K)F)=W(F).
\]

In words: if \(W\) has stress \(P(F)\) at every real \(n\times n\) matrix \(F\), and \(P(F)F^{\mathsf T}\) is always symmetric, then this equality holds for every skew \(K\) and every \(F\).

```lean
/-- Torque balance at every deformation gradient integrates to invariance of the energy under
the finite rotation `exp K` generated by any skew `K`. -/
theorem energy_exp_skew_mul {W : Matrix n n ℝ → ℝ} {P : Matrix n n ℝ → Matrix n n ℝ}
    (hW : ∀ F, HasStressAt W (P F) F) (hP : ∀ F, (P F * Fᵀ).IsSymm)
    {K : Matrix n n ℝ} (hK : Kᵀ = -K) (F : Matrix n n ℝ) :
    W (NormedSpace.exp K * F) = W F := by
  have h := energy_const_of_spin (Ω := fun _ => K) (hasDerivAt_steady_rotation K F)
    (fun _ => hK) (fun _ => hW _) (fun _ => hP _) 1 0
  simpa using h
```

**Q:** Does that make the material isotropic?

**A:** No. The rotation multiplies \(F\) from the left, so it turns the deformed body. Rotating the reference configuration would multiply from the right, and the hypotheses do not give \(W(FR)=W(F)\) for every \(F\) and every rotation \(R\). In the plane, \(W(F)=F_{00}^2+F_{10}^2\) satisfies torque balance, but \(W(FJ)=F_{01}^2+F_{11}^2\).

**Q:** What happens without torque balance?

**A:** The conclusion can fail. In the plane let \(W(F)=F_{10}\). Its stress \(P\) has a single nonzero entry, \(P_{10}=1\), and at \(F=1\) the matrix \(PF^{\mathsf T}=P\) is not symmetric. With \(K=\theta J\) we get \(W(\exp(K))=\sin\theta\), while \(W(1)=0\).

At the other extreme, for \(n=1\), every \(1\times1\) matrix is symmetric and the only skew \(K\) is zero. Torque balance then costs nothing, and the conclusion reads \(W(F)=W(F)\). The plane is the first dimension with anything to prove.

**Q:** My main objection is to "every \(F\)". A physical deformation has \(\det F>0\), and a realistic energy may blow up as \(\det F\to0\).

**A:** Then the rotating deformation has to stay in the physical domain, and it does, because \(\det\exp(A)>0\) for every real \(A\). Write \(\exp(A)=\exp(A/2)^2\), so that

\[
\det\exp(A)=\big(\det\exp(A/2)\big)^2.
\]

The number being squared is nonzero, since \(\exp(B)\exp(-B)=1\) for every \(B\). In the proof, `h` is the factorisation and `hne` is the nonvanishing.

```lean
/-- The exponential of a real matrix has positive determinant. -/
theorem det_exp_pos (A : Matrix n n ℝ) : 0 < (NormedSpace.exp A).det := by
  -- the exponential is the square of an invertible matrix
  have h : NormedSpace.exp A
      = NormedSpace.exp ((1 / 2 : ℝ) • A) * NormedSpace.exp ((1 / 2 : ℝ) • A) := by
    rw [← Matrix.exp_add_of_commute _ _ (Commute.refl _), ← add_smul]
    norm_num
  rw [h, Matrix.det_mul]
  have hne : ∀ B : Matrix n n ℝ, (NormedSpace.exp B).det ≠ 0 := by
    intro B h0
    have hi : NormedSpace.exp B * NormedSpace.exp (-B) = 1 := by
      rw [← Matrix.exp_add_of_commute _ _ (Commute.refl B).neg_right, add_neg_cancel,
        NormedSpace.exp_zero]
    have h1 := congrArg Matrix.det hi
    rw [Matrix.det_mul, h0, zero_mul, Matrix.det_one] at h1
    exact zero_ne_one h1
  exact mul_self_pos.mpr (hne _)
```

Hence \(\det(\exp(tK)F)=\det\exp(tK)\,\det F>0\) at every \(t\), which is `hd` below. The constancy theorem needs its hypotheses only along the motion, so it applies again. The values of \(W\) at \(\det F\le0\) play no part.

```lean
/-- If the energy has a stress satisfying torque balance at every deformation gradient of positive
determinant, then `W (exp K * F) = W F` for every skew `K` and every `F` of positive determinant. -/
theorem energy_exp_skew_mul_of_det_pos {W : Matrix n n ℝ → ℝ}
    {P : Matrix n n ℝ → Matrix n n ℝ} (hW : ∀ F, 0 < F.det → HasStressAt W (P F) F)
    (hP : ∀ F, 0 < F.det → (P F * Fᵀ).IsSymm)
    {K : Matrix n n ℝ} (hK : Kᵀ = -K) {F : Matrix n n ℝ} (hF : 0 < F.det) :
    W (NormedSpace.exp K * F) = W F := by
  -- the rotating deformation never leaves the physical domain
  have hd : ∀ t : ℝ, 0 < (NormedSpace.exp (t • K) * F).det := fun t => by
    rw [Matrix.det_mul]
    exact mul_pos (det_exp_pos _) hF
  have h := energy_const_of_spin (Ω := fun _ => K) (hasDerivAt_steady_rotation K F)
    (fun _ => hK) (fun t => hW _ (hd t)) (fun t => hP _ (hd t)) 1 0
  simpa using h
```

For a homogeneous hyperelastic model in a simulation, this means that an energy whose stress passes the symmetry condition throughout \(\det F>0\) cannot change when a rotation \(\exp K\) is superposed on the deformation.

**Q:** Frame indifference is usually stated for every proper rotation, not for exponentials.

**A:** In the plane the file closes that gap. Let \(QQ^{\mathsf T}=1\) and \(\det Q=1\). The rows have unit length, so

\[
(Q_{00}-Q_{11})^2+(Q_{01}+Q_{10})^2=2-2\det Q=0.
\]

Both squares vanish, which gives \(Q_{11}=Q_{00}\) and \(Q_{01}=-Q_{10}\), and then \(Q_{00}^2+Q_{10}^2=1\). There is an angle \(\theta\) with \(\cos\theta=Q_{00}\) and \(\sin\theta=Q_{10}\), so \(Q=\cos\theta\,1+\sin\theta\,J\).

The connecting motion is \(G(t)=(\cos t\,1+\sin t\,J)F\). Because \(J^2=-1\),

\[
G'(t)=(-\sin t\,1+\cos t\,J)F=J\,G(t),
\]

and the energy is the same at \(t=\theta\) and \(t=0\). That is \(W(QF)=W(F)\), with no exponential involved.

In the code, `hs`, `ha` and `hb` are the sum of squares and its two consequences. The angle is the argument of the complex number \(Q_{00}+iQ_{10}\), `hQJ` is the formula for \(Q\), and `hG` is the velocity. This version assumes stress and torque balance at all planar \(F\), not only at positive determinant.

```lean
/-- In the plane, torque balance at every deformation gradient gives invariance of the energy
under every orthogonal matrix of determinant one. -/
theorem planar_frame_invariance {W : Matrix (Fin 2) (Fin 2) ℝ → ℝ}
    {P : Matrix (Fin 2) (Fin 2) ℝ → Matrix (Fin 2) (Fin 2) ℝ}
    (hW : ∀ F, HasStressAt W (P F) F) (hP : ∀ F, (P F * Fᵀ).IsSymm)
    {Q : Matrix (Fin 2) (Fin 2) ℝ} (hQ : Q * Qᵀ = 1) (hdet : Q.det = 1)
    (F : Matrix (Fin 2) (Fin 2) ℝ) : W (Q * F) = W F := by
  obtain ⟨J, hJ⟩ : ∃ J : Matrix (Fin 2) (Fin 2) ℝ, J = !![0, -1; 1, 0] := ⟨_, rfl⟩
  have hJs : Jᵀ = -J := by
    subst hJ
    ext i j
    fin_cases i <;> fin_cases j <;> simp
  -- the entries of a proper rotation are a cosine and a sine
  have h0 := congrFun (congrFun hQ 0) 0
  have h1 := congrFun (congrFun hQ 1) 1
  simp only [Matrix.mul_apply, Fin.sum_univ_two, Matrix.transpose_apply,
    Matrix.one_apply_eq] at h0 h1
  rw [Matrix.det_fin_two] at hdet
  have hs : (Q 0 0 - Q 1 1) ^ 2 + (Q 0 1 + Q 1 0) ^ 2 = 0 := by
    linear_combination h0 + h1 - 2 * hdet
  have ha : Q 0 0 - Q 1 1 = 0 := by
    apply pow_eq_zero_iff (two_ne_zero) |>.mp
    nlinarith [sq_nonneg (Q 0 0 - Q 1 1), sq_nonneg (Q 0 1 + Q 1 0)]
  have hb : Q 0 1 + Q 1 0 = 0 := by
    apply pow_eq_zero_iff (two_ne_zero) |>.mp
    nlinarith [sq_nonneg (Q 0 0 - Q 1 1), sq_nonneg (Q 0 1 + Q 1 0)]
  obtain ⟨θ, hc, hsn⟩ : ∃ θ : ℝ, Real.cos θ = Q 0 0 ∧ Real.sin θ = Q 1 0 := by
    have hz : ‖(⟨Q 0 0, Q 1 0⟩ : ℂ)‖ = 1 := by
      have h2 : ‖(⟨Q 0 0, Q 1 0⟩ : ℂ)‖ ^ 2 = 1 := by
        rw [Complex.sq_norm, Complex.normSq_mk]
        linear_combination h0 + (Q 1 0 - Q 0 1) * hb
      nlinarith [norm_nonneg (⟨Q 0 0, Q 1 0⟩ : ℂ)]
    refine ⟨Complex.arg ⟨Q 0 0, Q 1 0⟩, ?_, ?_⟩
    · simpa [hz] using Complex.norm_mul_cos_arg ⟨Q 0 0, Q 1 0⟩
    · simpa [hz] using Complex.norm_mul_sin_arg ⟨Q 0 0, Q 1 0⟩
  have hQJ : Q = Real.cos θ • (1 : Matrix (Fin 2) (Fin 2) ℝ) + Real.sin θ • J := by
    rw [hc, hsn, hJ]
    ext i j
    fin_cases i <;> fin_cases j <;> simp <;> linarith
  -- turning the frame through the angle is a motion with constant spin J
  have hG : ∀ t : ℝ, HasDerivAt
      (fun u : ℝ => (Real.cos u • (1 : Matrix (Fin 2) (Fin 2) ℝ) + Real.sin u • J) * F)
      (J * ((Real.cos t • (1 : Matrix (Fin 2) (Fin 2) ℝ) + Real.sin t • J) * F)) t := by
    intro t
    have h := (((Real.hasDerivAt_cos t).smul_const (1 : Matrix (Fin 2) (Fin 2) ℝ)).fun_add
      ((Real.hasDerivAt_sin t).smul_const J)).mul_const F
    refine h.congr_deriv ?_
    rw [← Matrix.mul_assoc]
    congr 1
    subst hJ
    ext i j
    fin_cases i <;> fin_cases j <;> simp [Matrix.mul_apply, Fin.sum_univ_two]
  have h := energy_const_of_spin (Ω := fun _ => J) hG (fun _ => hJs)
    (fun _ => hW _) (fun _ => hP _) θ 0
  rw [hQJ]
  simpa using h
```

**Q:** And in three dimensions?

**A:** There the theorem covers the rotations written as \(\exp K\). That every proper rotation has this form is a standard fact of linear algebra, which the file neither proves nor uses.

**Q:** Is there a non-constant energy that meets the hypotheses at every \(F\), singular matrices included?

**A:** The planar determinant, \(W(F)=\det F=F_{00}F_{11}-F_{01}F_{10}\), does. The product rule gives

\[
DW(F)[H]=F_{11}H_{00}-F_{10}H_{01}-F_{01}H_{10}+F_{00}H_{11},
\]

and the coefficients of \(H_{ij}\) form the cofactor matrix.

```lean
/-- The cofactor matrix of a planar deformation gradient. -/
def cofactor (F : Matrix (Fin 2) (Fin 2) ℝ) : Matrix (Fin 2) (Fin 2) ℝ :=
  !![F 1 1, -F 1 0; -F 0 1, F 0 0]
```

Multiplying out gives \(\operatorname{cof}(F)F^{\mathsf T}=\det(F)\,1\), which is symmetric. For \(\det F>0\) the Cauchy stress is the identity, a uniform isotropic tension. This energy is a test case, not a model of a solid: it is proportional to the deformed area and resists no shear.

The first half of the proof differentiates the matrix entries, which are linear functions of \(F\), and combines them by the product rule. The second half checks the symmetry entry by entry.

```lean
/-- The planar energy `det F` has the cofactor matrix as its stress, and this stress satisfies
torque balance at every `F`. -/
theorem det_energy_witness (F : Matrix (Fin 2) (Fin 2) ℝ) :
    HasStressAt (fun A => A.det) (cofactor F) F ∧ (cofactor F * Fᵀ).IsSymm := by
  constructor
  · obtain ⟨e, he⟩ : ∃ e : Fin 2 → Fin 2 → (Matrix (Fin 2) (Fin 2) ℝ →L[ℝ] ℝ),
        ∀ i j A, e i j A = A i j :=
      ⟨fun i j => LinearMap.toContinuousLinearMap
        { toFun := fun A => A i j
          map_add' := fun _ _ => rfl
          map_smul' := fun _ _ => rfl }, fun _ _ _ => rfl⟩
    have hd : ∀ i j, HasFDerivAt (fun A : Matrix (Fin 2) (Fin 2) ℝ => A i j) (e i j) F :=
      fun i j => (e i j).hasFDerivAt.congr_of_eventuallyEq
        (Filter.Eventually.of_forall fun A => (he i j A).symm)
    -- product rule for the two terms of the determinant
    have h := ((hd 0 0).fun_mul (hd 1 1)).fun_sub ((hd 0 1).fun_mul (hd 1 0))
    refine ⟨_, h.congr_of_eventuallyEq
      (Filter.Eventually.of_forall fun A => Matrix.det_fin_two A), fun H => ?_⟩
    change F 0 0 * e 1 1 H + F 1 1 * e 0 0 H - (F 0 1 * e 1 0 H + F 1 0 * e 0 1 H) = _
    simp [he, cofactor, Matrix.trace_fin_two, Matrix.mul_apply, Fin.sum_univ_two]
    ring
  · ext i j
    simp only [Matrix.transpose_apply, Matrix.mul_apply, Fin.sum_univ_two]
    fin_cases i <;> fin_cases j <;> simp [cofactor] <;> ring
```

**Q:** Could the same hypotheses also give invariance under reflections?

**A:** They do not, and the determinant shows it. The reflection \(\operatorname{diag}(1,-1)\) is orthogonal with determinant \(-1\), so it sends \(\det F\) to \(-\det F\). The energy therefore changes at every invertible \(F\), although torque balance holds everywhere. A reflection cannot be reached from the identity by a continuous rotation, so for invertible \(F\) no rigid rotation joins \(F\) to its mirror image, and there is no such motion along which zero power could be integrated.

```lean
/-- The reflection `diag(1, -1)` is orthogonal and reverses the sign of the energy `det F`. -/
theorem det_energy_reflection (F : Matrix (Fin 2) (Fin 2) ℝ) :
    (!![1, 0; 0, -1] : Matrix (Fin 2) (Fin 2) ℝ) * (!![1, 0; 0, -1])ᵀ = 1 ∧
      ((!![1, 0; 0, -1] : Matrix (Fin 2) (Fin 2) ℝ) * F).det = -F.det := by
  constructor
  · ext i j
    fin_cases i <;> fin_cases j <;> simp [Matrix.mul_apply, Fin.sum_univ_two]
  · rw [Matrix.det_mul, Matrix.det_fin_two_of]
    ring

end TorqueBalanceFrameInvariance
```

```lean
#print axioms TorqueBalanceFrameInvariance.energy_exp_skew_mul
#print axioms TorqueBalanceFrameInvariance.energy_exp_skew_mul_of_det_pos
#print axioms TorqueBalanceFrameInvariance.planar_frame_invariance
#print axioms TorqueBalanceFrameInvariance.det_energy_reflection
```

```
'TorqueBalanceFrameInvariance.energy_exp_skew_mul' depends on axioms: [propext, Classical.choice, Quot.sound]
'TorqueBalanceFrameInvariance.energy_exp_skew_mul_of_det_pos' depends on axioms: [propext, Classical.choice, Quot.sound]
'TorqueBalanceFrameInvariance.planar_frame_invariance' depends on axioms: [propext, Classical.choice, Quot.sound]
'TorqueBalanceFrameInvariance.det_energy_reflection' depends on axioms: [propext, Classical.choice, Quot.sound]
```
